# Convex mixing preserves the von Weizsäcker bound, extrapolation does not

## Physical setting

Take two SCF iterates at one point in space. Each supplies a density $\rho$, a gradient $g=\nabla\rho$ and a kinetic energy density $\tau$, to be compared with the von Weizsäcker value $\tau_W(\rho,g)=\|g\|^2/(8\rho)$. Let the triples $(\rho,g,\tau)$ be $(1,g,\|g\|^2/8)$ with $g\neq0$ and $(1,0,0)$; both have $\tau=\tau_W$. Mixing with weights $(w,1-w)$ gives $(1,\,wg,\,w\|g\|^2/8)$, whose von Weizsäcker value is $w^2\|g\|^2/8$. The mixed $\tau$ is linear in $w$ and $\tau_W$ is quadratic, so $\tau\ge\tau_W$ survives exactly when $w^2\le w$, that is $0\le w\le1$. At $w=2$ one finds $\tau=\|g\|^2/4<\|g\|^2/2=\tau_W$, although $\rho$ and $\tau$ are positive.

This bears on meta-GGA calculations that mix $\tau$ along with $\rho$: Pulay weights sum to one without a sign constraint, and the results below treat such weights as given numbers acting on a finite history at a single point.

## Statement

A triple is admissible if $\rho>0$ and $\tau_W(\rho,g)\le\tau$. For a finite index set $s$, real weights $w_i$ and triples $(\rho_i,g_i,\tau_i)$, the mixed triple is
$$R=\sum_{i\in s}w_i\rho_i,\qquad G=\sum_{i\in s}w_ig_i,\qquad T=\sum_{i\in s}w_i\tau_i .$$

1. If all $w_i\ge0$, $\sum_i w_i=1$ and every triple is admissible, then $(R,G,T)$ is admissible (`mix_mem_of_convex`). One positive weight can replace the normalisation (`mix_mem_of_nonneg`).
2. Weights with $\sum_i w_i=1$ preserve admissibility for every admissible history if and only if all are non-negative (`mix_preserves_iff`).
3. Item 1 holds with $g_i$ and $G$ the derivatives of $\rho_i$ and of the mixed density at a point $x$ (`mixed_field_admissible`).
4. The weights $(w_0,w_1)=(2,-1)$ send the admissible $(1,0,1)$ and $(3,0,4)$ to $(-1,0,-2)$ (`extrapolation_breaks_positivity`), and give the opening violation for every $g\ne0$ (`extrapolation_breaks_vW`).

## Derivation

For $\rho>0$ and real $c$, $(\|g\|-c\rho)^2\ge0$ gives $2c\rho\|g\|-c^2\rho^2\le\|g\|^2$. Dividing by $8\rho$,
$$\frac{2c\|g\|-c^2\rho}{8}\le\tau_W(\rho,g).$$
At $c=\|g\|/\rho$ the left side is $(2\|g\|^2/\rho-\|g\|^2/\rho)/8=\tau_W$.

Let $w_i\ge0$ with some $w_j>0$. Then $R\ge w_j\rho_j>0$, and the triangle inequality gives $\|G\|\le\sum_iw_i\|g_i\|$. For $c\ge0$,
$$\frac{2c\|G\|-c^2R}{8}\le\sum_iw_i\,\frac{2c\|g_i\|-c^2\rho_i}{8}\le\sum_iw_i\,\tau_W(\rho_i,g_i).$$
Choosing $c=\|G\|/R$ turns the left side into $\tau_W(R,G)$, so $\tau_W(R,G)\le\sum_iw_i\tau_W(\rho_i,g_i)\le\sum_iw_i\tau_i=T$. Non-negative weights that sum to one include a positive weight, which gives item 1.

For the converse suppose $w_j<0$ and set $t=-1/w_j>0$. Take $\rho_j=1+t$, all other $\rho_i=1$, and $g_i=0$, $\tau_i=1$ throughout. Every triple is admissible, yet $R=\sum_iw_i+w_jt=1-1=0$ is not positive.

Item 3 follows because differentiation is linear. In item 4, $R=2\cdot1-3=-1$, $G=0$ and $T=2\cdot1-4=-2$, below the value $0$ of the formula for $\tau_W$.

## What the formal version assumes

The gradient lives in any real normed space `E`; the numerical example uses `EuclideanSpace ℝ (Fin 3)`. A triple `p` has components `p.1`, `p.2.1`, `p.2.2` for $\rho$, $g$, $\tau$. The definitions `vW`, `admissible` and `mix` are $\tau_W$, the admissible set and $(R,G,T)$. The factor $8$ corresponds to atomic units with $\tau=\tfrac12\sum_k n_k|\nabla\phi_k|^2$ for orbitals $\phi_k$ with occupations $n_k$. Orbitals and spin do not appear: the bound on each input is the hypothesis `hp`, not derived from a wavefunction, and the mixed triple is not shown to come from any state.

In `mixed_field_admissible`, `E` is position space, `hd` asks for differentiability at `x` only, and the gradient slot holds `fderiv ℝ (ρ i) x`, a continuous linear functional measured in operator norm, which in Euclidean space is the length of the gradient vector.

The least-squares problem that fixes Pulay weights is not modelled, nor is a preconditioned residual added to the weighted sum. A preconditioner that scales Fourier components differently, such as Kerker's, does not act point by point, so item 1 does not cover such an update even when all weights are non-negative. Item 2 quantifies over all histories, so a negative weight may be harmless on a particular one. In the smallest case, a one-element history, the weight is forced to be $1$ and mixing returns the triple; an empty `s` violates `hsum`.

Admissibility could instead have been modelled without division, as $\rho\ge0$, $\tau\ge0$, $\|g\|^2\le8\rho\tau$. That set includes vacuum points $\rho=0$. The mixed triple $(0,0,1)$ from the converse would then be allowed, and the argument would need a larger $t$ to make $R$ negative. The file does not treat this variant.

In Lean 4 with Mathlib:

```lean
import Mathlib

open Finset

namespace MetaGGAMixing

noncomputable section

variable {E : Type*} [NormedAddCommGroup E] [NormedSpace ℝ E] {ι : Type*}

/-- The von Weizsäcker kinetic energy density `‖g‖² / (8 ρ)` for density `ρ` and density
gradient `g`. -/
def vW (ρ : ℝ) (g : E) : ℝ := ‖g‖ ^ 2 / (8 * ρ)

/-- Admissible local data `(ρ, g, τ)`: positive density and kinetic energy density at least
the von Weizsäcker value. -/
def admissible : Set (ℝ × E × ℝ) := {p | 0 < p.1 ∧ vW p.1 p.2.1 ≤ p.2.2}

/-- Mixing of a finite history of triples `(ρ, g, τ)` with weights `w`: each component is
replaced by its weighted sum. -/
def mix (s : Finset ι) (w : ι → ℝ) (p : ι → ℝ × E × ℝ) : ℝ × E × ℝ :=
  (∑ i ∈ s, w i * (p i).1, ∑ i ∈ s, w i • (p i).2.1, ∑ i ∈ s, w i * (p i).2.2)

omit [NormedSpace ℝ E] in
/-- For positive density the von Weizsäcker density lies above each expression
`(2 c ‖g‖ - c² ρ) / 8`, `c` real. -/
theorem tangent_le_vW {ρ : ℝ} (hρ : 0 < ρ) (g : E) (c : ℝ) :
    (2 * c * ‖g‖ - c ^ 2 * ρ) / 8 ≤ vW ρ g := by
  unfold vW
  rw [div_le_div_iff₀ (by norm_num) (by positivity)]
  nlinarith [sq_nonneg (‖g‖ - c * ρ)]

/-- For positive densities and non-negative weights, not all zero, the mixed density is
positive and the von Weizsäcker density of the mixed data is at most the weighted sum of the
individual ones. -/
theorem vW_mix_le (s : Finset ι) (w ρ : ι → ℝ) (g : ι → E) (hw : ∀ i ∈ s, 0 ≤ w i)
    (hpos : ∃ j ∈ s, 0 < w j) (hρ : ∀ i ∈ s, 0 < ρ i) :
    0 < ∑ i ∈ s, w i * ρ i ∧
      vW (∑ i ∈ s, w i * ρ i) (∑ i ∈ s, w i • g i) ≤ ∑ i ∈ s, w i * vW (ρ i) (g i) := by
  obtain ⟨j, hj, hwj⟩ := hpos
  have hR : 0 < ∑ i ∈ s, w i * ρ i :=
    Finset.sum_pos' (fun i hi => mul_nonneg (hw i hi) (hρ i hi).le)
      ⟨j, hj, mul_pos hwj (hρ j hj)⟩
  refine ⟨hR, ?_⟩
  -- triangle inequality for the mixed gradient
  have hG : ‖∑ i ∈ s, w i • g i‖ ≤ ∑ i ∈ s, w i * ‖g i‖ := by
    refine (norm_sum_le _ _).trans (Finset.sum_le_sum fun i hi => ?_)
    rw [norm_smul, Real.norm_of_nonneg (hw i hi)]
  -- weighted sum of the tangent bounds
  have key : ∀ c : ℝ, 0 ≤ c →
      (2 * c * ‖∑ i ∈ s, w i • g i‖ - c ^ 2 * ∑ i ∈ s, w i * ρ i) / 8
        ≤ ∑ i ∈ s, w i * vW (ρ i) (g i) := by
    intro c hc
    have h2c : 0 ≤ 2 * c := by linarith
    have h1 := mul_le_mul_of_nonneg_left hG h2c
    calc (2 * c * ‖∑ i ∈ s, w i • g i‖ - c ^ 2 * ∑ i ∈ s, w i * ρ i) / 8
        ≤ (2 * c * ∑ i ∈ s, w i * ‖g i‖ - c ^ 2 * ∑ i ∈ s, w i * ρ i) / 8 := by linarith
      _ = ∑ i ∈ s, w i * ((2 * c * ‖g i‖ - c ^ 2 * ρ i) / 8) := by
          rw [Finset.mul_sum, Finset.mul_sum, ← Finset.sum_sub_distrib, Finset.sum_div]
          exact Finset.sum_congr rfl fun i _ => by ring
      _ ≤ ∑ i ∈ s, w i * vW (ρ i) (g i) :=
          Finset.sum_le_sum fun i hi =>
            mul_le_mul_of_nonneg_left (tangent_le_vW (hρ i hi) (g i) c) (hw i hi)
  -- the tangent bound is attained at c = ‖G‖ / R
  have opt : ∀ (R : ℝ) (G : E), 0 < R →
      vW R G = (2 * (‖G‖ / R) * ‖G‖ - (‖G‖ / R) ^ 2 * R) / 8 := by
    intro R G hR
    have hR' : R ≠ 0 := hR.ne'
    unfold vW
    field_simp
    ring
  rw [opt _ _ hR]
  exact key _ (div_nonneg (norm_nonneg _) hR.le)

/-- Mixing admissible triples with non-negative weights, not all zero, gives an admissible
triple. -/
theorem mix_mem_of_nonneg (s : Finset ι) (w : ι → ℝ) (p : ι → ℝ × E × ℝ)
    (hw : ∀ i ∈ s, 0 ≤ w i) (hpos : ∃ j ∈ s, 0 < w j) (hp : ∀ i ∈ s, p i ∈ admissible) :
    mix s w p ∈ admissible := by
  obtain ⟨h1, h2⟩ := vW_mix_le s w (fun i => (p i).1) (fun i => (p i).2.1) hw hpos
    (fun i hi => (hp i hi).1)
  exact ⟨h1, h2.trans (Finset.sum_le_sum fun i hi =>
    mul_le_mul_of_nonneg_left (hp i hi).2 (hw i hi))⟩

/-- The admissible set is closed under finite convex combinations. -/
theorem mix_mem_of_convex (s : Finset ι) (w : ι → ℝ) (p : ι → ℝ × E × ℝ)
    (hw : ∀ i ∈ s, 0 ≤ w i) (hsum : ∑ i ∈ s, w i = 1) (hp : ∀ i ∈ s, p i ∈ admissible) :
    mix s w p ∈ admissible := by
  refine mix_mem_of_nonneg s w p hw ?_ hp
  by_contra h
  have hle : ∑ i ∈ s, w i ≤ 0 :=
    Finset.sum_nonpos fun i hi => not_lt.mp fun hlt => h ⟨i, hi, hlt⟩
  linarith

/-- Weights summing to one map every admissible history to an admissible triple exactly when
all weights are non-negative. -/
theorem mix_preserves_iff (s : Finset ι) (w : ι → ℝ) (hsum : ∑ i ∈ s, w i = 1) :
    (∀ p : ι → ℝ × E × ℝ, (∀ i ∈ s, p i ∈ admissible) → mix s w p ∈ admissible) ↔
      ∀ i ∈ s, 0 ≤ w i := by
  classical
  refine ⟨fun h j hj => ?_, fun hw p hp => mix_mem_of_convex s w p hw hsum hp⟩
  by_contra hneg
  have hwj : w j < 0 := not_le.mp hneg
  obtain ⟨t, ht, hwt⟩ : ∃ t : ℝ, 0 < t ∧ w j * t = -1 :=
    ⟨-(w j)⁻¹, neg_pos.mpr (inv_lt_zero.mpr hwj), by
      rw [mul_neg, mul_inv_cancel₀ hwj.ne]⟩
  -- raise the density of the entry with negative weight until the mixed density vanishes
  have hmix := h (fun i => (1 + if i = j then t else 0, 0, 1)) (fun i _ => by
    constructor
    · show 0 < 1 + if i = j then t else 0
      split_ifs <;> linarith
    · simp [vW])
  have h1 : 0 < ∑ i ∈ s, w i * (1 + if i = j then t else 0) := hmix.1
  have h2 : ∑ i ∈ s, w i * (1 + if i = j then t else 0) = 1 + w j * t := by
    simp [mul_add, Finset.sum_add_distrib, hsum, hj]
  linarith

/-- For densities differentiable at `x`, with `g` their derivative there: if each
`(ρᵢ, ρᵢ', τᵢ)` is admissible at `x`, so is the convexly mixed density together with its own
derivative and the mixed kinetic energy density. -/
theorem mixed_field_admissible (s : Finset ι) (w : ι → ℝ) (ρ τ : ι → E → ℝ) (x : E)
    (hw : ∀ i ∈ s, 0 ≤ w i) (hsum : ∑ i ∈ s, w i = 1)
    (hd : ∀ i ∈ s, DifferentiableAt ℝ (ρ i) x)
    (hp : ∀ i ∈ s, (ρ i x, fderiv ℝ (ρ i) x, τ i x) ∈ admissible) :
    (∑ i ∈ s, w i * ρ i x, fderiv ℝ (fun y => ∑ i ∈ s, w i * ρ i y) x,
      ∑ i ∈ s, w i * τ i x) ∈ admissible := by
  -- the derivative of the mixed density is the mixed derivative
  have hD : HasFDerivAt (fun y => ∑ i ∈ s, w i * ρ i y)
      (∑ i ∈ s, w i • fderiv ℝ (ρ i) x) x :=
    HasFDerivAt.fun_sum fun i hi => (hd i hi).hasFDerivAt.const_mul (w i)
  rw [hD.fderiv]
  exact mix_mem_of_convex s w (fun i => (ρ i x, fderiv ℝ (ρ i) x, τ i x)) hw hsum hp

local notation "ℝ³" => EuclideanSpace ℝ (Fin 3)

/-- The extrapolation weights `(2, -1)` sum to one and send the admissible triples `(1, 0, 1)`
and `(3, 0, 4)` to `(-1, 0, -2)`, which has negative density and `τ` below `‖g‖² / (8 ρ)`. -/
theorem extrapolation_breaks_positivity :
    ∑ i, (![2, -1] : Fin 2 → ℝ) i = 1 ∧
    ((1, 0, 1) : ℝ × ℝ³ × ℝ) ∈ admissible ∧ ((3, 0, 4) : ℝ × ℝ³ × ℝ) ∈ admissible ∧
    mix univ ![2, -1] ![((1, 0, 1) : ℝ × ℝ³ × ℝ), (3, 0, 4)] = (-1, 0, -2) ∧
    ((-1, 0, -2) : ℝ × ℝ³ × ℝ) ∉ admissible ∧ (-2 : ℝ) < vW (-1) (0 : ℝ³) := by
  refine ⟨?_, ?_, ?_, ?_, ?_, ?_⟩
  · simp [Fin.sum_univ_two]
    norm_num
  · simp [admissible, vW]
  · simp [admissible, vW]
  · simp [mix, Fin.sum_univ_two]
    norm_num
  · intro h
    have h1 : (0 : ℝ) < -1 := h.1
    linarith
  · simp [vW]

/-- For any gradient `g ≠ 0`, the weights `(2, -1)` send the admissible triples
`(1, g, ‖g‖²/8)` and `(1, 0, 0)` to `(1, 2 g, ‖g‖²/4)`, whose `τ` is positive but below the
von Weizsäcker density. -/
theorem extrapolation_breaks_vW (g : E) (hg : g ≠ 0) :
    ((1, g, ‖g‖ ^ 2 / 8) : ℝ × E × ℝ) ∈ admissible ∧ ((1, 0, 0) : ℝ × E × ℝ) ∈ admissible ∧
    mix univ ![2, -1] ![((1, g, ‖g‖ ^ 2 / 8) : ℝ × E × ℝ), (1, 0, 0)]
      = (1, (2 : ℝ) • g, ‖g‖ ^ 2 / 4) ∧
    0 < ‖g‖ ^ 2 / 4 ∧ ‖g‖ ^ 2 / 4 < vW 1 ((2 : ℝ) • g) := by
  have hn : 0 < ‖g‖ ^ 2 := pow_pos (norm_pos_iff.mpr hg) 2
  refine ⟨?_, ?_, ?_, by linarith, ?_⟩
  · simp [admissible, vW]
  · simp [admissible, vW]
  · refine Prod.ext ?_ (Prod.ext ?_ ?_)
    · simp [mix, Fin.sum_univ_two]
      norm_num
    · simp [mix, Fin.sum_univ_two]
    · simp [mix, Fin.sum_univ_two]
      ring
  · unfold vW
    rw [norm_smul, Real.norm_of_nonneg (by norm_num : (0 : ℝ) ≤ 2), mul_pow]
    linarith

end

end MetaGGAMixing
```

```lean
#print axioms MetaGGAMixing.mix_preserves_iff
-- 'MetaGGAMixing.mix_preserves_iff' depends on axioms: [propext, Classical.choice, Quot.sound]
#print axioms MetaGGAMixing.mixed_field_admissible
-- 'MetaGGAMixing.mixed_field_admissible' depends on axioms: [propext, Classical.choice, Quot.sound]
#print axioms MetaGGAMixing.extrapolation_breaks_positivity
-- 'MetaGGAMixing.extrapolation_breaks_positivity' depends on axioms: [propext, Classical.choice, Quot.sound]
#print axioms MetaGGAMixing.extrapolation_breaks_vW
-- 'MetaGGAMixing.extrapolation_breaks_vW' depends on axioms: [propext, Classical.choice, Quot.sound]
```

## Notes on the proof

`tangent_le_vW` clears denominators with `div_le_div_iff₀` and passes the square `sq_nonneg (‖g‖ - c * ρ)` to `nlinarith`. In `vW_mix_le`, `hR` is $R>0$, `hG` is the triangle inequality, `key` is the summed chain for $c\ge0$, and `opt` is the equality at $c=\|G\|/R$, which the last two lines combine with `key`. `mix_mem_of_nonneg` appends $\sum_iw_i\tau_W(\rho_i,g_i)\le T$ term by term. `mix_mem_of_convex` finds the positive weight by contradiction: otherwise the sum is at most $0$, against `hsum`.

In `mix_preserves_iff`, `hmix` applies the assumed preservation to the history with densities `1 + if i = j then t else 0`; `h1` says $R>0$, `h2` evaluates $R=1+w_jt$, and `hwt` supplies $w_jt=-1$. In `mixed_field_admissible`, `hD` identifies the derivative of the mixed density, and `mix_mem_of_convex` is applied with the space of functionals in place of `E`. The two examples expand their sums with `Fin.sum_univ_two`; `norm_smul` gives $\|2g\|=2\|g\|$.
